# Hartree–Fock fractional-spin error of hydrogen in one Slater 1s orbital: 295/2048 hartree

## Orbital, integrals and occupations

In atomic units, with exponent $z>0$, the radial orbital and density are

$$\phi_z(r)=2z^{3/2}e^{-zr},\qquad D_z(r)=r^2\phi_z(r)^2=4z^3r^2e^{-2zr}.$$

The one-electron energy and the Coulomb self-repulsion are

$$h(z)=\int_0^\infty\Big(\tfrac12r^2\phi_z'(r)^2-\frac{D_z(r)}r\Big)dr,\qquad J(z)=\int_0^\infty\!\!\int_0^\infty\frac{D_z(r)D_z(s)}{\max(r,s)}\,ds\,dr.$$

The kernel $1/\max(r,s)$ is the Coulomb interaction averaged over angles. Let $a$ and $b$ be the average numbers of spin-up and spin-down electrons in this one orbital, which may be fractional. The Hartree–Fock energy, with Hartree repulsion minus same-spin exchange, is

$$E_{a,b}(z)=(a+b)h(z)+\tfrac12\big[(a+b)^2-a^2-b^2\big]J(z)=(a+b)h(z)+ab\,J(z).$$

Without a magnetic field, the exact nonrelativistic ground-state energy of a hydrogen atom with a fixed nucleus is $-\tfrac12$ for spin up, for spin down and for every mixture of the two. For $a+b=1$, the amount by which the minimum of $E_{a,b}$ lies above the pure-spin minimum is therefore an error of the method, the fractional-spin error.

For two infinitely distant hydrogen atoms sharing a doubly occupied orbital with coefficients $c_0,c_1$, normalised so that $c_0^2+c_1^2=1$, the energy is $2(c_0^2+c_1^2)h+(c_0^4+c_1^4)J$.

## What the theorems say

In Lean, `coreEnergy`, `repulsion`, `atomEnergy` and `h2Energy` are $h$, $J$, $E_{a,b}$ and the two-atom energy. The set `Ioi 0` contains the positive radii or exponents, and `Fin 2` labels the atoms.

- `repulsion_eq`: $J(z)=5z/8$ for $z>0$.
- `unit_charge_minimum`: if $a+b=1$, the least energy is $-\tfrac12(1-5ab/8)^2$, reached only at $z=1-5ab/8$. `IsLeast` means that the value is attained and is a lower bound.
- `half_spin_minimum`: for $a=b=\tfrac12$, these are $-729/2048$ and $27/32$.
- `fractional_spin_error`: the half-and-half minimum lies $295/2048$ above the pure-spin minimum $-\tfrac12$.
- `h2_dissociation_error`: with $c_0=c_1=1/\sqrt2$, the error of stretched H2 relative to two pure-spin atoms is twice that of one atom.

The occupations may be any reals summing to one; physical ones lie in $[0,1]$. The energy expressions are definitions, not derived from a many-electron Hamiltonian, and the absence of interatomic terms is the infinite-distance idealisation. Only the exponent is varied, so a freely relaxed orbital could lower the half-and-half energy.

Within this one-parameter Hartree–Fock model, the failure of restricted H2 at dissociation is a fractional-spin error on each atom, the kind of static-correlation error also studied in density functionals.

## From the potential to the minimum

Since $\phi_z'=-z\phi_z$ and $\int_0^\infty D_z\,dr=1$, the kinetic energy is $z^2/2$. The attraction is $-4z^3\int_0^\infty re^{-2zr}dr=-z$, so $h=z^2/2-z$.

For the potential, split the inner integral at $s=r$:

$$V(r)=\frac1r\int_0^rD_z\,ds+\int_r^\infty\frac{D_z}s\,ds.$$

The first integral is $1-(2z^2r^2+2zr+1)e^{-2zr}$ and the second is $(2z^2r+z)e^{-2zr}$, hence

$$V(r)=\frac1r-e^{-2zr}\Big(z+\frac1r\Big).$$

Integrating against $D_z$,

$$J=4z^3\!\int_0^\infty\! re^{-2zr}dr-4z^4\!\int_0^\infty\! r^2e^{-4zr}dr-4z^3\!\int_0^\infty\! re^{-4zr}dr=z-\frac z8-\frac z4=\frac{5z}8.$$

For $a+b=1$, put $\zeta=1-5ab/8$. Then

$$E_{a,b}(z)=\frac{z^2}2-\zeta z=\tfrac12(z-\zeta)^2-\tfrac12\zeta^2.$$

As $ab\le\tfrac14$, $\zeta$ is positive and is the unique minimiser. Equal occupations give $\zeta=27/32$.

For stretched H2, $c_i^2=\tfrac12$ and $c_i^4=\tfrac14$, so its energy is $2h+J/2=2E_{1/2,1/2}$ at every exponent. Its error is therefore $295/1024$.

## Pure spin and the unrelaxed orbital

When $b=0$, exchange cancels the self-repulsion completely: $\zeta=1$ and the energy is $-\tfrac12$, the exact hydrogen value.

Keeping $z=1$ for the half-and-half atom gives $-\tfrac12+\tfrac14\cdot\tfrac58=-\tfrac{11}{32}=-\tfrac{704}{2048}$. Relaxing the exponent to $27/32$ gains only $25/2048$.

## The Lean file

```lean
import Mathlib

open MeasureTheory Set Filter Topology

namespace FractionalSpinHydrogen

noncomputable section

/-- Radial part of the Slater 1s orbital with exponent `z > 0`, in atomic units. -/
def orbital (z r : ℝ) : ℝ := 2 * Real.sqrt (z ^ 3) * Real.exp (-(z * r))

/-- Radial probability density of the 1s orbital. -/
def density (z r : ℝ) : ℝ := r ^ 2 * orbital z r ^ 2

/-- Kinetic energy plus attraction to a proton for one electron in the 1s orbital;
the integration runs over radii `r > 0`. -/
def coreEnergy (z : ℝ) : ℝ :=
  ∫ r in Ioi (0 : ℝ), (r ^ 2 * deriv (orbital z) r ^ 2 / 2 - density z r / r)

/-- Coulomb repulsion of two 1s densities, integrated over radii `r, s > 0`. -/
def repulsion (z : ℝ) : ℝ :=
  ∫ r in Ioi (0 : ℝ), ∫ s in Ioi (0 : ℝ), density z r * density z s / max r s

/-- Hartree-Fock energy of hydrogen with `a` spin-up and `b` spin-down electrons in the
1s orbital: one-electron energy, plus Hartree repulsion, minus same-spin exchange. -/
def atomEnergy (a b z : ℝ) : ℝ :=
  (a + b) * coreEnergy z + ((a + b) ^ 2 - (a ^ 2 + b ^ 2)) / 2 * repulsion z

/-- Restricted energy of two infinitely distant hydrogen atoms whose two electrons share one orbital
with coefficients `c` on the atoms, for `c` normalised so that the squares sum to one; interatomic
integrals are absent. -/
def h2Energy (c : Fin 2 → ℝ) (z : ℝ) : ℝ :=
  2 * (∑ i, c i ^ 2) * coreEnergy z + (∑ i, c i ^ 4) * repulsion z

/-- Infimum of an energy function over all positive orbital exponents. -/
def minEnergy (E : ℝ → ℝ) : ℝ := sInf (E '' Ioi 0)

/-- For positive `z` the radial density is `4 z³ r² exp(-2zr)`. -/
theorem density_eq {z : ℝ} (hz : 0 < z) (r : ℝ) :
    density z r = 4 * z ^ 3 * (r ^ 2 * Real.exp (-(2 * z * r))) := by
  have he : Real.exp (-(2 * z * r)) = Real.exp (-(z * r)) ^ 2 := by
    rw [pow_two, ← Real.exp_add]
    congr 1
    ring
  have hs : Real.sqrt (z ^ 3) ^ 2 = z ^ 3 := Real.sq_sqrt (by positivity)
  unfold density orbital
  rw [he]
  linear_combination 4 * r ^ 2 * Real.exp (-(z * r)) ^ 2 * hs

/-- First moment of a decaying exponential beyond a radius `a ≥ 0`, for decay rate `b > 0`. -/
theorem moment_one {b a : ℝ} (hb : 0 < b) (ha : 0 ≤ a) :
    IntegrableOn (fun x => x * Real.exp (-(b * x))) (Ioi a) ∧
    ∫ x in Ioi a, x * Real.exp (-(b * x)) = (b * a + 1) * Real.exp (-(b * a)) / b ^ 2 := by
  have hd : ∀ x ∈ Ici a, HasDerivAt (fun x => -((b * x + 1) * Real.exp (-(b * x)) / b ^ 2))
      (x * Real.exp (-(b * x))) x := by
    intro x _
    have h1 : HasDerivAt (fun x : ℝ => b * x) b x := by
      simpa using (hasDerivAt_id x).const_mul b
    refine (((h1.add_const 1).fun_mul h1.fun_neg.exp).div_const (b ^ 2)).fun_neg.congr_deriv ?_
    rw [← neg_div, div_eq_iff (by positivity)]
    ring
  have ht : Tendsto (fun x => -((b * x + 1) * Real.exp (-(b * x)) / b ^ 2)) atTop (𝓝 0) := by
    have hs : Tendsto (fun x : ℝ => b * x) atTop atTop := tendsto_id.const_mul_atTop hb
    have h (n : ℕ) := (Real.tendsto_pow_mul_exp_neg_atTop_nhds_zero n).comp hs
    have h' := (((h 1).add (h 0)).div_const (b ^ 2)).neg
    simp only [add_zero, zero_div, neg_zero] at h'
    refine h'.congr fun x => ?_
    simp only [Function.comp_apply]
    ring
  have hn : ∀ x ∈ Ioi a, 0 ≤ x * Real.exp (-(b * x)) := fun x hx =>
    mul_nonneg (ha.trans (mem_Ioi.mp hx).le) (Real.exp_pos _).le
  refine ⟨integrableOn_Ioi_deriv_of_nonneg' hd hn ht, ?_⟩
  rw [integral_Ioi_of_hasDerivAt_of_nonneg' hd hn ht]
  ring

/-- Second moment of a decaying exponential beyond a radius `a`, for decay rate `b > 0`. -/
theorem moment_two {b : ℝ} (hb : 0 < b) (a : ℝ) :
    IntegrableOn (fun x => x ^ 2 * Real.exp (-(b * x))) (Ioi a) ∧
    ∫ x in Ioi a, x ^ 2 * Real.exp (-(b * x)) =
      (b * a * (b * a) + 2 * (b * a) + 2) * Real.exp (-(b * a)) / b ^ 3 := by
  have hd : ∀ x ∈ Ici a, HasDerivAt
      (fun x => -((b * x * (b * x) + 2 * (b * x) + 2) * Real.exp (-(b * x)) / b ^ 3))
      (x ^ 2 * Real.exp (-(b * x))) x := by
    intro x _
    have h1 : HasDerivAt (fun x : ℝ => b * x) b x := by
      simpa using (hasDerivAt_id x).const_mul b
    refine (((((h1.fun_mul h1).fun_add (h1.const_mul 2)).add_const 2).fun_mul
      h1.fun_neg.exp).div_const (b ^ 3)).fun_neg.congr_deriv ?_
    rw [← neg_div, div_eq_iff (by positivity)]
    ring
  have ht : Tendsto (fun x => -((b * x * (b * x) + 2 * (b * x) + 2) *
      Real.exp (-(b * x)) / b ^ 3)) atTop (𝓝 0) := by
    have hs : Tendsto (fun x : ℝ => b * x) atTop atTop := tendsto_id.const_mul_atTop hb
    have h (n : ℕ) := (Real.tendsto_pow_mul_exp_neg_atTop_nhds_zero n).comp hs
    have h' := ((((h 2).add ((h 1).const_mul 2)).add ((h 0).const_mul 2)).div_const (b ^ 3)).neg
    simp only [mul_zero, add_zero, zero_div, neg_zero] at h'
    refine h'.congr fun x => ?_
    simp only [Function.comp_apply]
    ring
  have hn : ∀ x ∈ Ioi a, 0 ≤ x ^ 2 * Real.exp (-(b * x)) := fun x _ => by positivity
  refine ⟨integrableOn_Ioi_deriv_of_nonneg' hd hn ht, ?_⟩
  rw [integral_Ioi_of_hasDerivAt_of_nonneg' hd hn ht]
  ring

/-- For `z > 0` the one-electron energy of the 1s orbital is `z²/2 - z`. -/
theorem coreEnergy_eq {z : ℝ} (hz : 0 < z) : coreEnergy z = z ^ 2 / 2 - z := by
  have hb : 0 < 2 * z := by positivity
  obtain ⟨i1, e1⟩ := moment_one hb le_rfl
  obtain ⟨i2, e2⟩ := moment_two hb 0
  have hc : ∀ r ∈ Ioi (0 : ℝ), r ^ 2 * deriv (orbital z) r ^ 2 / 2 - density z r / r =
      2 * z ^ 5 * (r ^ 2 * Real.exp (-(2 * z * r))) -
        4 * z ^ 3 * (r * Real.exp (-(2 * z * r))) := by
    intro r hr
    have h1 : HasDerivAt (fun x : ℝ => z * x) z r := by
      simpa using (hasDerivAt_id r).const_mul z
    have hd : HasDerivAt (orbital z) (-z * orbital z r) r := by
      refine (h1.fun_neg.exp.const_mul (2 * Real.sqrt (z ^ 3))).congr_deriv ?_
      unfold orbital
      ring
    have hk : r ^ 2 * deriv (orbital z) r ^ 2 / 2 = z ^ 2 / 2 * density z r := by
      rw [hd.deriv]
      unfold density
      ring
    have hq : density z r / r = 4 * z ^ 3 * (r * Real.exp (-(2 * z * r))) := by
      rw [density_eq hz, div_eq_iff (mem_Ioi.mp hr).ne']
      ring
    rw [hk, hq, density_eq hz]
    ring
  unfold coreEnergy
  rw [setIntegral_congr_fun measurableSet_Ioi hc,
    integral_sub (Integrable.const_mul i2 (2 * z ^ 5)) (Integrable.const_mul i1 (4 * z ^ 3)),
    integral_const_mul, integral_const_mul, e1, e2]
  simp only [mul_zero, neg_zero, Real.exp_zero]
  field_simp
  ring

/-- Electrostatic potential of the 1s density at radius `r > 0`, for exponent `z > 0`. -/
theorem potential_eq {z r : ℝ} (hz : 0 < z) (hr : 0 < r) :
    ∫ s in Ioi (0 : ℝ), density z s / max r s =
      1 / r - Real.exp (-(2 * z * r)) * (z + 1 / r) := by
  have hb : 0 < 2 * z := by positivity
  obtain ⟨i2, e2⟩ := moment_two hb 0
  obtain ⟨j2, f2⟩ := moment_two hb r
  obtain ⟨j1, f1⟩ := moment_one hb hr.le
  have hu : Ioc 0 r ∪ Ioi r = Ioi 0 := Ioc_union_Ioi_eq_Ioi hr.le
  have hdis : Disjoint (Ioc 0 r) (Ioi r) :=
    Set.disjoint_left.mpr fun x hx hy => not_lt_of_ge hx.2 hy
  have k2 := i2.mono_set (Ioc_subset_Ioi_self : Ioc 0 r ⊆ Ioi 0)
  have hsplit := setIntegral_union hdis measurableSet_Ioi k2 j2
  rw [hu, e2, f2] at hsplit
  -- inside radius r the charge acts from the centre, outside from its own shell
  have hin : ∀ s ∈ Ioc 0 r, density z s / max r s =
      4 * z ^ 3 / r * (s ^ 2 * Real.exp (-(2 * z * s))) := by
    intro s hs
    rw [max_eq_left hs.2, density_eq hz]
    ring
  have hout : ∀ s ∈ Ioi r, density z s / max r s =
      4 * z ^ 3 * (s * Real.exp (-(2 * z * s))) := by
    intro s hs
    have hs' : r < s := hs
    rw [max_eq_right hs'.le, density_eq hz, div_eq_iff (hr.trans hs').ne']
    ring
  have kin : IntegrableOn (fun s => density z s / max r s) (Ioc 0 r) :=
    IntegrableOn.congr_fun (Integrable.const_mul k2 (4 * z ^ 3 / r))
      (fun s hs => (hin s hs).symm) measurableSet_Ioc
  have kout : IntegrableOn (fun s => density z s / max r s) (Ioi r) :=
    IntegrableOn.congr_fun (Integrable.const_mul j1 (4 * z ^ 3))
      (fun s hs => (hout s hs).symm) measurableSet_Ioi
  rw [← hu, setIntegral_union hdis measurableSet_Ioi kin kout,
    setIntegral_congr_fun measurableSet_Ioc hin, setIntegral_congr_fun measurableSet_Ioi hout,
    integral_const_mul, integral_const_mul, f1, eq_sub_of_add_eq hsplit.symm]
  simp only [mul_zero, neg_zero, Real.exp_zero]
  generalize Real.exp (-(2 * z * r)) = E
  field_simp
  ring

/-- For `z > 0` the Coulomb self-repulsion of the 1s density is `5z/8`. -/
theorem repulsion_eq {z : ℝ} (hz : 0 < z) : repulsion z = 5 * z / 8 := by
  obtain ⟨i1, e1⟩ := moment_one (show 0 < 2 * z by positivity) le_rfl
  obtain ⟨j1, f1⟩ := moment_one (show 0 < 4 * z by positivity) le_rfl
  obtain ⟨j2, f2⟩ := moment_two (show 0 < 4 * z by positivity) 0
  have hc : ∀ r ∈ Ioi (0 : ℝ), ∫ s in Ioi (0 : ℝ), density z r * density z s / max r s =
      4 * z ^ 3 * (r * Real.exp (-(2 * z * r))) - 4 * z ^ 4 * (r ^ 2 * Real.exp (-(4 * z * r)))
        - 4 * z ^ 3 * (r * Real.exp (-(4 * z * r))) := by
    intro r hr
    have hr' : 0 < r := hr
    have he : Real.exp (-(4 * z * r)) = Real.exp (-(2 * z * r)) * Real.exp (-(2 * z * r)) := by
      rw [← Real.exp_add]
      congr 1
      ring
    simp only [mul_div_assoc]
    rw [integral_const_mul, potential_eq hz hr', density_eq hz, he]
    generalize Real.exp (-(2 * z * r)) = E
    field_simp
    ring
  have hA := Integrable.const_mul i1 (4 * z ^ 3)
  have hB := Integrable.const_mul j2 (4 * z ^ 4)
  have hAB : Integrable (fun r => 4 * z ^ 3 * (r * Real.exp (-(2 * z * r))) -
      4 * z ^ 4 * (r ^ 2 * Real.exp (-(4 * z * r)))) (volume.restrict (Ioi 0)) := hA.sub hB
  unfold repulsion
  rw [setIntegral_congr_fun measurableSet_Ioi hc,
    integral_sub hAB (Integrable.const_mul j1 (4 * z ^ 3)), integral_sub hA hB,
    integral_const_mul, integral_const_mul, integral_const_mul, e1, f1, f2]
  simp only [mul_zero, neg_zero, Real.exp_zero]
  field_simp
  ring

/-- For spin occupations `a + b = 1` the least energy over positive exponents is
`-(1 - 5ab/8)²/2`, attained only at the exponent `1 - 5ab/8`. -/
theorem unit_charge_minimum {a b : ℝ} (h : a + b = 1) :
    IsLeast (atomEnergy a b '' Ioi 0) (-(1 - 5 * (a * b) / 8) ^ 2 / 2) ∧
    ∀ z, 0 < z → (atomEnergy a b z = -(1 - 5 * (a * b) / 8) ^ 2 / 2 ↔
      z = 1 - 5 * (a * b) / 8) := by
  obtain rfl : b = 1 - a := by linarith
  -- complete the square in the exponent
  have hE : ∀ z, 0 < z → atomEnergy a (1 - a) z =
      (z - (1 - 5 * (a * (1 - a)) / 8)) ^ 2 / 2 + -(1 - 5 * (a * (1 - a)) / 8) ^ 2 / 2 := by
    intro z hz
    rw [atomEnergy, coreEnergy_eq hz, repulsion_eq hz]
    ring
  have hpos : 0 < 1 - 5 * (a * (1 - a)) / 8 := by nlinarith [sq_nonneg (2 * a - 1)]
  refine ⟨⟨⟨_, hpos, by rw [hE _ hpos]; ring⟩, ?_⟩, fun z hz => ?_⟩
  · rintro _ ⟨z, hz, rfl⟩
    rw [hE z hz]
    linarith [sq_nonneg (z - (1 - 5 * (a * (1 - a)) / 8))]
  · rw [hE z hz]
    constructor
    · intro h0
      have h1 : (z - (1 - 5 * (a * (1 - a)) / 8)) ^ 2 = 0 := by linarith
      exact sub_eq_zero.mp ((pow_eq_zero_iff two_ne_zero).mp h1)
    · intro h0
      rw [h0]
      ring

/-- The half-up, half-down hydrogen atom has least energy `-729/2048` over positive
exponents, attained only at `z = 27/32`. -/
theorem half_spin_minimum :
    IsLeast (atomEnergy (1 / 2) (1 / 2) '' Ioi 0) (-729 / 2048) ∧
    ∀ z, 0 < z → (atomEnergy (1 / 2) (1 / 2) z = -729 / 2048 ↔ z = 27 / 32) := by
  have h := unit_charge_minimum (a := 1 / 2) (b := 1 / 2) (by norm_num)
  have e1 : -(1 - 5 * ((1 / 2 : ℝ) * (1 / 2)) / 8) ^ 2 / 2 = -729 / 2048 := by norm_num
  have e2 : 1 - 5 * ((1 / 2 : ℝ) * (1 / 2)) / 8 = 27 / 32 := by norm_num
  rwa [e1, e2] at h

/-- The minimised energy of one electron of pure spin is `-1/2`, and that of the half-up,
half-down atom lies `295/2048` above it. -/
theorem fractional_spin_error :
    minEnergy (atomEnergy 1 0) = -1 / 2 ∧
    minEnergy (atomEnergy (1 / 2) (1 / 2)) - minEnergy (atomEnergy 1 0) = 295 / 2048 := by
  have h1 : minEnergy (atomEnergy 1 0) = -1 / 2 := by
    unfold minEnergy
    rw [(unit_charge_minimum (a := 1) (b := 0) (by norm_num)).1.csInf_eq]
    norm_num
  refine ⟨h1, ?_⟩
  rw [h1, minEnergy, half_spin_minimum.1.csInf_eq]
  norm_num

/-- The error of restricted H2 at infinite separation, with equal coefficients `1/√2` on the
atoms, relative to two pure-spin atoms is twice the fractional-spin error of one atom. -/
theorem h2_dissociation_error :
    minEnergy (h2Energy fun _ => 1 / Real.sqrt 2) - 2 * minEnergy (atomEnergy 1 0) =
      2 * (minEnergy (atomEnergy (1 / 2) (1 / 2)) - minEnergy (atomEnergy 1 0)) := by
  have h2 : (1 / Real.sqrt 2) ^ 2 = 1 / 2 := by
    rw [div_pow, Real.sq_sqrt (by norm_num)]
    norm_num
  have h4 : (1 / Real.sqrt 2) ^ 4 = 1 / 4 := by
    rw [show (1 / Real.sqrt 2) ^ 4 = ((1 / Real.sqrt 2) ^ 2) ^ 2 by ring, h2]
    norm_num
  -- each stretched atom carries half an electron of either spin
  have hE : ∀ z, h2Energy (fun _ => 1 / Real.sqrt 2) z = 2 * atomEnergy (1 / 2) (1 / 2) z := by
    intro z
    simp only [h2Energy, atomEnergy, Fin.sum_univ_two, h2, h4]
    ring
  obtain ⟨⟨w, hw, hwE⟩, hlow⟩ := half_spin_minimum.1
  have hL : IsLeast (h2Energy (fun _ => 1 / Real.sqrt 2) '' Ioi 0) (2 * (-729 / 2048)) := by
    refine ⟨⟨w, hw, by rw [hE, hwE]⟩, ?_⟩
    rintro _ ⟨z, hz, rfl⟩
    rw [hE]
    linarith [hlow (mem_image_of_mem _ hz)]
  have hA : minEnergy (atomEnergy (1 / 2) (1 / 2)) = -729 / 2048 :=
    half_spin_minimum.1.csInf_eq
  have hM : minEnergy (h2Energy fun _ => 1 / Real.sqrt 2) = 2 * (-729 / 2048) := hL.csInf_eq
  rw [hA, hM]
  ring

end

end FractionalSpinHydrogen
```

```lean
#print axioms FractionalSpinHydrogen.fractional_spin_error
#print axioms FractionalSpinHydrogen.h2_dissociation_error
```

```
'FractionalSpinHydrogen.fractional_spin_error' depends on axioms: [propext, Classical.choice, Quot.sound]
'FractionalSpinHydrogen.h2_dissociation_error' depends on axioms: [propext, Classical.choice, Quot.sound]
```

## How the integrals and the square are checked

`moment_one` and `moment_two` differentiate explicit antiderivatives and take their limits at infinity; nonnegativity of the integrands supplies integrability. `coreEnergy_eq` rewrites its integrand as a combination of these moments.

In `potential_eq`, `setIntegral_union` performs the split at $s=r$, and `hin` and `hout` resolve the maximum on each side. The enclosed charge is $4z^3$ times the difference between the full second moment and its tail. `repulsion_eq` inserts this potential and evaluates the three remaining integrals.

In `unit_charge_minimum`, `hE` is the completed square and `hpos` gets $\zeta>0$ from $(2a-1)^2\ge0$. The half-and-half case is a substitution, and `csInf_eq` turns each least value into the infimum `minEnergy`. In the last theorem, `hE` is the factor of two between the energies, which `hL` carries over to the minima.
